# With exchange decaying faster than R⁻³, spin-component scaling multiplies the dipole–dipole dispersion energy by (c + c')/2 at large R

Let two closed-shell molecules at separation R be coupled through finitely many excitation pairs p, with gaps G_p > 0, direct integrals J_p = d_p/R³ and exchange integrals X_p(R). If the d_p are not all zero and R³X_p(R) → 0 for every p, then the second-order energies

E_os = −∑ J_p²/G_p  (opposite spin)

E_ss = −∑ J_p(J_p − X_p)/G_p  (same spin)

satisfy, for all real c and c',

(c E_os + c' E_ss)/(E_os + E_ss) → (c + c')/2 as R → ∞.

A pair p consists of one excitation on each molecule, in orbitals localised on the molecules, and G_p is the sum of the two orbital-energy gaps, virtual minus occupied. The two orders of the same two excitations count as separate pairs, as in the closed-shell MP2 sum over all occupied i, j and virtual a, b. The form d_p/R³ is the interaction of two transition dipoles, with their orientation absorbed into d_p. The exchange integral contains products of orbitals on different molecules, so it dies off with their overlap; this is the physics behind R³X_p → 0.

## Equal R⁻⁶ coefficients in the two spin channels

Write S = ∑ d_p²/G_p. No term is negative and at least one is positive, so S > 0. For R ≠ 0 we have R³J_p = d_p, and therefore

R⁶E_os = −∑ (R³J_p)²/G_p = −S

R⁶E_ss = −∑ R³J_p(R³J_p − R³X_p)/G_p = −∑ d_p(d_p − R³X_p)/G_p.

The second sum is finite and each R³X_p tends to zero, so R⁶E_ss → −S. Combining the channels gives

R⁶(c E_os + c' E_ss) → −(c + c')S.

For c = c' = 1 the limit is −2S, which is not zero. The factor R⁶ cancels in the ratio, and the quotient of the limits is

−(c + c')S/(−2S) = (c + c')/2.

The smallest case is a single pair with d ≠ 0; counting its other order as well doubles both energies and leaves the ratio unchanged. With x = X/J = R³X/d, the ratio is

(c + c'(1 − x))/(2 − x), for x ≠ 2.

It equals (c + c')/2 at x = 0 and c at x = 1, where the same-spin energy vanishes.

## The pair model in Lean

The pairs form a type `ι`, made finite once sums appear. Gaps and couplings are functions `G d : ι → ℝ`, and `X p R` is the exchange integral of pair p at separation R. The gaps do not depend on R.

```lean
import Mathlib

open Filter Topology

namespace SpinScaledDispersion

noncomputable section

variable {ι : Type*}
```

The direct integral is the pure dipole–dipole term; higher multipoles are left out.

```lean
/-- The direct integral `J_p = d_p / R³` of the pair `p` at separation `R ≠ 0`. -/
def directIntegral (d : ι → ℝ) (p : ι) (R : ℝ) : ℝ := d p / R ^ 3
```

Multiplication by R³ recovers the coupling.

```lean
/-- Multiplying the direct integral by `R³` gives back the coupling `d_p`. -/
theorem cube_mul_directIntegral (d : ι → ℝ) (p : ι) {R : ℝ} (hR : R ≠ 0) :
    R ^ 3 * directIntegral d p R = d p :=
  mul_div_cancel₀ (d p) (pow_ne_zero 3 hR)
```

The two spin channels are the sums given above. They contain only the intermolecular pairs, not the correlation energy within each molecule.

```lean
variable [Fintype ι]

/-- The opposite-spin energy `-∑ J_p² / G_p`, for nonzero gaps and `R ≠ 0`. -/
def oppositeSpin (G d : ι → ℝ) (R : ℝ) : ℝ :=
  -∑ p, directIntegral d p R ^ 2 / G p

/-- The same-spin energy `-∑ J_p (J_p - X_p) / G_p`, for nonzero gaps and `R ≠ 0`. -/
def sameSpin (G d : ι → ℝ) (X : ι → ℝ → ℝ) (R : ℝ) : ℝ :=
  -∑ p, directIntegral d p R * (directIntegral d p R - X p R) / G p
```

One definition covers both numerator and denominator, since the unscaled energy is `scaledEnergy 1 1`.

```lean
/-- The spin-component-scaled energy `c E_os + c' E_ss`; the unscaled energy has
`c = c' = 1`. -/
def scaledEnergy (c c' : ℝ) (G d : ι → ℝ) (X : ι → ℝ → ℝ) (R : ℝ) : ℝ :=
  c * oppositeSpin G d R + c' * sameSpin G d X R
```

The quantity S is called `strength`.

```lean
/-- The dispersion strength `∑ d_p² / G_p`, for nonzero gaps. -/
def strength (G d : ι → ℝ) : ℝ := ∑ p, d p ^ 2 / G p
```

Its positivity uses both hypotheses: `hG` makes every term nonnegative, and the pair supplied by `hd` makes one term positive.

```lean
/-- With positive gaps and at least one nonzero coupling the dispersion strength is
positive. -/
theorem strength_pos {G d : ι → ℝ} (hG : ∀ p, 0 < G p) (hd : ∃ p, d p ≠ 0) :
    0 < strength G d := by
  obtain ⟨p, hp⟩ := hd
  exact Finset.sum_pos' (fun q _ => div_nonneg (sq_nonneg _) (hG q).le)
    ⟨p, Finset.mem_univ p, div_pos (by positivity) (hG p)⟩
```

## From exact R⁶ identities to the limiting ratio

The next theorem proves the two identities for R⁶E_os and R⁶E_ss term by term. In each half, `linear_combination` multiplies R³J_p = d_p by a suitable factor; for opposite spin this is the factorisation (R³J_p)² − d_p² = (R³J_p + d_p)(R³J_p − d_p).

```lean
/-- The opposite-spin energy times `R⁶` is minus the dispersion strength, and the same-spin
energy times `R⁶` differs from it only through `R³ X_p`. -/
theorem spin_components_mul_pow_six (G d : ι → ℝ) (X : ι → ℝ → ℝ) {R : ℝ} (hR : R ≠ 0) :
    R ^ 6 * oppositeSpin G d R = -strength G d ∧
    R ^ 6 * sameSpin G d X R = -∑ p, d p * (d p - R ^ 3 * X p R) / G p := by
  constructor
  · unfold oppositeSpin strength
    rw [mul_neg, Finset.mul_sum]
    refine congrArg Neg.neg (Finset.sum_congr rfl fun p _ => ?_)
    rw [← mul_div_assoc, ← cube_mul_directIntegral d p hR]
    congr 1
    rw [cube_mul_directIntegral d p hR]
    linear_combination
      (R ^ 3 * directIntegral d p R + d p) * cube_mul_directIntegral d p hR
  · unfold sameSpin
    rw [mul_neg, Finset.mul_sum]
    refine congrArg Neg.neg (Finset.sum_congr rfl fun p _ => ?_)
    rw [← mul_div_assoc]
    congr 1
    linear_combination
      (R ^ 3 * directIntegral d p R + d p - R ^ 3 * X p R) * cube_mul_directIntegral d p hR
```

In the following statement `atTop` expresses R → ∞, and `hX` is the decay condition on exchange. The step `hs` takes the limit inside the finite sum, and `key` combines the channels with weights c and c'. The identities hold only for R ≠ 0, which is enough because this is true at all large R.

```lean
/-- If `R³ X_p` tends to zero for every pair, the scaled energy times `R⁶` tends to
`-(c + c')` times the dispersion strength. -/
theorem tendsto_pow_six_mul_scaledEnergy (c c' : ℝ) (G d : ι → ℝ) {X : ι → ℝ → ℝ}
    (hX : ∀ p, Tendsto (fun R => R ^ 3 * X p R) atTop (𝓝 0)) :
    Tendsto (fun R => R ^ 6 * scaledEnergy c c' G d X R) atTop
      (𝓝 (-(c + c') * strength G d)) := by
  -- the exchange part drops out of the same-spin sum
  have hs : Tendsto (fun R => ∑ p, d p * (d p - R ^ 3 * X p R) / G p) atTop
      (𝓝 (∑ p, d p * (d p - 0) / G p)) :=
    tendsto_finsetSum _ fun p _ =>
      ((tendsto_const_nhds.sub (hX p)).const_mul (d p)).div_const (G p)
  have hS : ∑ p, d p * (d p - 0) / G p = strength G d :=
    Finset.sum_congr rfl fun p _ => by rw [sub_zero, sq]
  rw [hS] at hs
  have key := (hs.neg.const_mul c').const_add (c * -strength G d)
  have hlim : c * -strength G d + c' * -strength G d = -(c + c') * strength G d := by ring
  rw [hlim] at key
  refine key.congr' ?_
  filter_upwards [eventually_ne_atTop (0 : ℝ)] with R hR
  obtain ⟨h1, h2⟩ := spin_components_mul_pow_six G d X hR
  unfold scaledEnergy
  linear_combination -c * h1 - c' * h2
```

From here on every theorem assumes positive gaps and at least one nonzero coupling, so that S > 0. If also `hX` holds and c + c' > 0, the limit just found is negative, so R⁶ times the energy is eventually negative, and so is the energy itself. With c = c' = 1 this shows that the denominator of the ratio is nonzero at large R, so Lean's convention for division by zero has no influence on the limit.

```lean
/-- For `c + c' > 0` the scaled energy is negative at all sufficiently large separations. -/
theorem eventually_scaledEnergy_neg {c c' : ℝ} (hc : 0 < c + c') {G d : ι → ℝ}
    {X : ι → ℝ → ℝ} (hG : ∀ p, 0 < G p) (hd : ∃ p, d p ≠ 0)
    (hX : ∀ p, Tendsto (fun R => R ^ 3 * X p R) atTop (𝓝 0)) :
    ∀ᶠ R in atTop, scaledEnergy c c' G d X R < 0 := by
  have hneg : -(c + c') * strength G d < 0 := by
    have := mul_pos hc (strength_pos hG hd)
    linarith
  filter_upwards [(tendsto_pow_six_mul_scaledEnergy c c' G d hX).eventually_lt_const hneg]
    with R h
  by_contra hge
  have h6 : 0 ≤ R ^ 6 := by positivity
  exact absurd h (not_lt_of_ge (mul_nonneg h6 (not_lt.mp hge)))
```

Under the same decay condition `hX`, the main theorem divides the limit for general c and c' by the one for c = c' = 1. The fact `hne` states that −2S is nonzero, and the last line cancels R⁶.

```lean
/-- The ratio of the spin-component-scaled energy to the unscaled energy tends to
`(c + c') / 2` at large separation. -/
theorem tendsto_scaled_ratio (c c' : ℝ) {G d : ι → ℝ} {X : ι → ℝ → ℝ}
    (hG : ∀ p, 0 < G p) (hd : ∃ p, d p ≠ 0)
    (hX : ∀ p, Tendsto (fun R => R ^ 3 * X p R) atTop (𝓝 0)) :
    Tendsto (fun R => scaledEnergy c c' G d X R / scaledEnergy 1 1 G d X R) atTop
      (𝓝 ((c + c') / 2)) := by
  have hS := strength_pos hG hd
  have hne : -(1 + 1 : ℝ) * strength G d ≠ 0 := ne_of_lt (by linarith)
  have h := (tendsto_pow_six_mul_scaledEnergy c c' G d hX).div
    (tendsto_pow_six_mul_scaledEnergy 1 1 G d hX) hne
  have hlim : -(c + c') * strength G d / (-(1 + 1 : ℝ) * strength G d) = (c + c') / 2 := by
    rw [div_eq_div_iff hne two_ne_zero]
    ring
  rw [hlim] at h
  -- the common factor R⁶ cancels
  refine h.congr' ?_
  filter_upwards [eventually_ne_atTop (0 : ℝ)] with R hR
  exact mul_div_mul_left _ _ (pow_ne_zero 6 hR)
```

When `hX` holds, scaling therefore leaves the leading long-range energy of this model unchanged exactly when c + c' = 2. One direction follows from uniqueness of limits, the other by substitution.

```lean
/-- The ratio of scaled to unscaled energy tends to one exactly when `c + c' = 2`. -/
theorem tendsto_ratio_one_iff (c c' : ℝ) {G d : ι → ℝ} {X : ι → ℝ → ℝ}
    (hG : ∀ p, 0 < G p) (hd : ∃ p, d p ≠ 0)
    (hX : ∀ p, Tendsto (fun R => R ^ 3 * X p R) atTop (𝓝 0)) :
    Tendsto (fun R => scaledEnergy c c' G d X R / scaledEnergy 1 1 G d X R) atTop (𝓝 1) ↔
      c + c' = 2 := by
  have h := tendsto_scaled_ratio c c' hG hd hX
  constructor
  · intro h1
    have := tendsto_nhds_unique h h1
    linarith
  · intro hc
    rwa [hc, div_self (two_ne_zero : (2 : ℝ) ≠ 0)] at h
```

## The parameters 6/5 and 1/3, and exchange that decays only as R⁻³

The values c = 6/5 and c' = 1/3 are the usual empirical parameters of spin-component-scaled MP2. For exponentially decaying exchange X_p = a_p exp(−b_p R), where a_p and b_p > 0 are real constants and not the virtual orbitals a and b,

R³ a_p exp(−b_p R) = (a_p/b_p³)(b_p R)³ exp(−b_p R) → 0,

and (6/5 + 1/3)/2 = 23/30. In this dipole–dipole model with fixed gaps, the scaled method thus retains about 77% of the unscaled R⁻⁶ energy.

In an actual calculation on two closed-shell atoms, in a basis that allows dipole excitations on both, one takes the opposite-spin and same-spin MP2 correlation energies printed for the dimer, subtracts those of the separate atoms channel by channel, and forms the scaled and unscaled sums. At large R their ratio should approach 23/30. The differences are small there, so the energies must be tightly converged, and basis-set superposition error must be removed wherever it is not yet negligible.

In the proof, `k` is a_p/b_p³, and Mathlib supplies the limit of x³ exp(−x).

```lean
/-- For exchange integrals `a_p exp(-b_p R)` with `b_p > 0`, the scaling parameters `6/5`
(opposite spin) and `1/3` (same spin) give the limiting ratio `23/30`. -/
theorem tendsto_ratio_exponential_exchange {G d b : ι → ℝ} (a : ι → ℝ)
    (hG : ∀ p, 0 < G p) (hd : ∃ p, d p ≠ 0) (hb : ∀ p, 0 < b p) :
    Tendsto (fun R => scaledEnergy (6 / 5) (1 / 3) G d
        (fun p R => a p * Real.exp (-(b p * R))) R /
      scaledEnergy 1 1 G d (fun p R => a p * Real.exp (-(b p * R))) R) atTop
      (𝓝 (23 / 30)) := by
  have hX : ∀ p, Tendsto (fun R : ℝ => R ^ 3 * (a p * Real.exp (-(b p * R)))) atTop
      (𝓝 0) := by
    intro p
    obtain ⟨k, hk⟩ : ∃ k, k * b p ^ 3 = a p :=
      ⟨a p / b p ^ 3, div_mul_cancel₀ _ (pow_ne_zero 3 (hb p).ne')⟩
    -- an exponential beats the cube of the distance
    have h := ((Real.tendsto_pow_mul_exp_neg_atTop_nhds_zero 3).comp
      (tendsto_id.const_mul_atTop (hb p))).const_mul k
    rw [mul_zero] at h
    refine h.congr fun R => ?_
    change k * ((b p * R) ^ 3 * Real.exp (-(b p * R))) = _
    linear_combination (R ^ 3 * Real.exp (-(b p * R))) * hk
  have h := tendsto_scaled_ratio (6 / 5) (1 / 3) hG hd hX
  have hv : ((6 / 5 + 1 / 3) / 2 : ℝ) = 23 / 30 := by norm_num
  rwa [hv] at h
```

The last theorem shows what the decay condition contributes. It takes X_p = J_p for every pair, a mathematical counter-example and not a model of separated molecules, whose exchange integrals die off with overlap. Then R³X_p = d_p does not tend to zero for all p. The same-spin energy vanishes, and the ratio is c at every R ≠ 0, which differs from (c + c')/2 unless c = c'. The proof obtains E_os ≠ 0 from R⁶E_os = −S and then cancels it.

```lean
/-- If every exchange integral equals the direct integral, the ratio of scaled to unscaled
energy is `c` at every nonzero separation. -/
theorem ratio_of_exchange_eq_direct (c c' : ℝ) {G d : ι → ℝ}
    (hG : ∀ p, 0 < G p) (hd : ∃ p, d p ≠ 0) {R : ℝ} (hR : R ≠ 0) :
    scaledEnergy c c' G d (directIntegral d) R /
      scaledEnergy 1 1 G d (directIntegral d) R = c := by
  have hss : sameSpin G d (directIntegral d) R = 0 := by simp [sameSpin]
  have hos : oppositeSpin G d R ≠ 0 := by
    intro h0
    have h := (spin_components_mul_pow_six G d (directIntegral d) hR).1
    rw [h0, mul_zero] at h
    have := strength_pos hG hd
    linarith
  unfold scaledEnergy
  rw [hss, mul_zero, mul_zero, add_zero, add_zero, one_mul]
  exact mul_div_cancel_right₀ c hos

end

end SpinScaledDispersion
```

```lean
#print axioms SpinScaledDispersion.spin_components_mul_pow_six
#print axioms SpinScaledDispersion.tendsto_ratio_one_iff
#print axioms SpinScaledDispersion.tendsto_ratio_exponential_exchange
#print axioms SpinScaledDispersion.ratio_of_exchange_eq_direct
```

```
'SpinScaledDispersion.spin_components_mul_pow_six' depends on axioms: [propext, Classical.choice, Quot.sound]
'SpinScaledDispersion.tendsto_ratio_one_iff' depends on axioms: [propext, Classical.choice, Quot.sound]
'SpinScaledDispersion.tendsto_ratio_exponential_exchange' depends on axioms: [propext, Classical.choice, Quot.sound]
'SpinScaledDispersion.ratio_of_exchange_eq_direct' depends on axioms: [propext, Classical.choice, Quot.sound]
```
